# For positive V₁, V₂ and L, the Eckart potential has a unique maximum, of height V₁

Let \(V_1,V_2,L>0\), \(y=e^{x/L}\), \(A=V_1-V_2\) and \(B=(\sqrt{V_1}+\sqrt{V_2})^2\). The Eckart potential

\[
V(x)=\frac{Ay}{1+y}+\frac{By}{(1+y)^2}
\]

tends to \(0\) as \(x\to-\infty\) and to \(V_1-V_2\) as \(x\to+\infty\). It reaches its greatest value, \(V_1\), at exactly one point.

Here \(x\) is the reaction coordinate, \(V_1\) is the barrier seen from the reactants, \(V_2\) is the barrier seen from the products, and \(L\) sets the width. The exponent is \(x/L\), with no factor of \(2\pi\). All quantities are real numbers, so units must be chosen consistently.

In Lean 4 with Mathlib:

```lean
import Mathlib

open Filter Topology

namespace EckartBarrier

noncomputable section
```

The function `eckart` is \(V\), written out in full.

```lean
/-- The Eckart potential `A y/(1+y) + B y/(1+y)²` with `y = exp (x/L)`, `A = V₁ - V₂` and
`B = (√V₁ + √V₂)²`. -/
def eckart (V₁ V₂ L x : ℝ) : ℝ :=
  (V₁ - V₂) * Real.exp (x / L) / (1 + Real.exp (x / L))
    + (√V₁ + √V₂) ^ 2 * Real.exp (x / L) / (1 + Real.exp (x / L)) ^ 2
```

Write \(a=\sqrt{V_1}\), \(b=\sqrt{V_2}\) and \(s=y/(1+y)\). The code calls \(s\) `progress`.

```lean
/-- The progress variable `s = y/(1+y)` with `y = exp (x/L)`. -/
def progress (L x : ℝ) : ℝ := Real.exp (x / L) / (1 + Real.exp (x / L))
```

The point \(x^*=L\ln(a/b)\) is `barrierTop`.

```lean
/-- The position `L ln(√V₁/√V₂)` on the reaction coordinate. -/
def barrierTop (V₁ V₂ L : ℝ) : ℝ := L * Real.log (√V₁ / √V₂)
```

## (a) The remaining progress

Show that
\[
1-s=\frac{1}{1+y}.
\]

**Solution.** \(1-s=\dfrac{(1+y)-y}{1+y}\), and the numerator is \(1\). The code clears the denominator, which is positive.

```lean
/-- The remaining progress is `1 - s = 1/(1+y)`. -/
theorem one_sub_progress (L x : ℝ) :
    1 - progress L x = 1 / (1 + Real.exp (x / L)) := by
  have hy : 1 + Real.exp (x / L) ≠ 0 := by positivity
  unfold progress
  rw [eq_div_iff hy, sub_mul, div_mul_cancel₀ _ hy]
  ring
```

## (b) The potential as a function of s

Show, for \(V_1,V_2\ge0\), that
\[
V=V_1-\bigl(a-(a+b)s\bigr)^2.
\]

**Solution.** By (a), \(y/(1+y)^2=s(1-s)\). Since \(A=(a-b)(a+b)\),
\[
V=(a-b)(a+b)s+(a+b)^2s(1-s)=2a(a+b)s-(a+b)^2s^2,
\]
which is \(a^2-(a-(a+b)s)^2\). In the code, `hs` is the first step, and `linear_combination` does the algebra using \(a^2=V_1\) and \(b^2=V_2\).

```lean
/-- For `V₁, V₂ ≥ 0` the Eckart potential equals `V₁ - (√V₁ - (√V₁ + √V₂) s)²`, where `s = progress
L x`. -/
theorem eckart_eq_sub_sq {V₁ V₂ : ℝ} (h₁ : 0 ≤ V₁) (h₂ : 0 ≤ V₂) (L x : ℝ) :
    eckart V₁ V₂ L x = V₁ - (√V₁ - (√V₁ + √V₂) * progress L x) ^ 2 := by
  have e₁ := Real.sq_sqrt h₁
  have e₂ := Real.sq_sqrt h₂
  -- the second Eckart term is proportional to s (1 - s)
  have hs : Real.exp (x / L) / (1 + Real.exp (x / L)) ^ 2
      = progress L x * (1 - progress L x) := by
    rw [one_sub_progress]
    unfold progress
    rw [div_mul_div_comm, mul_one, sq]
  have hp : Real.exp (x / L) / (1 + Real.exp (x / L)) = progress L x := rfl
  unfold eckart
  rw [mul_div_assoc, mul_div_assoc, hs, hp]
  linear_combination (1 - progress L x) * e₁ + progress L x * e₂
```

## (c) Direction of the progress variable

Show that
\[
x<z\ \Rightarrow\ s(x)<s(z).
\]

**Solution.** As \(L>0\), \(y(x)<y(z)\). Adding \(y(x)y(z)\) to both sides gives \(y(x)(1+y(z))<y(z)(1+y(x))\); divide by the positive factors \(1+y(x)\) and \(1+y(z)\).

```lean
/-- The progress variable increases strictly along the reaction coordinate. -/
theorem progress_strictMono {L : ℝ} (hL : 0 < L) : StrictMono (progress L) := by
  intro x z h
  have hlt : Real.exp (x / L) < Real.exp (z / L) :=
    Real.exp_lt_exp.mpr (div_lt_div_of_pos_right h hL)
  unfold progress
  rw [div_lt_div_iff₀ (by positivity) (by positivity)]
  nlinarith
```

## (d) Progress at x*

Show that
\[
s(x^*)=\frac{a}{a+b}.
\]

**Solution.** At \(x^*\), \(y=a/b\), so \(s=\dfrac{a/b}{(a+b)/b}\). Cancel \(b\).

```lean
/-- At `barrierTop` the progress variable equals `√V₁/(√V₁ + √V₂)`. -/
theorem progress_barrierTop {V₁ V₂ L : ℝ} (h₁ : 0 < V₁) (h₂ : 0 < V₂) (hL : 0 < L) :
    progress L (barrierTop V₁ V₂ L) = √V₁ / (√V₁ + √V₂) := by
  have ha := Real.sqrt_pos.mpr h₁
  have hb := Real.sqrt_pos.mpr h₂
  have hsum : 1 + √V₁ / √V₂ = (√V₁ + √V₂) / √V₂ := by
    rw [add_div, div_self hb.ne']
    ring
  unfold progress barrierTop
  rw [mul_div_cancel_left₀ _ hL.ne', Real.exp_log (div_pos ha hb), hsum,
    div_div_div_cancel_right₀ hb.ne']
```

## (e) Limits and the unique maximum

Show that
\[
V\to0\ (x\to-\infty),\quad V\to V_1-V_2\ (x\to+\infty),\quad V(x^*)=V_1,\quad V(x)<V_1\ (x\ne x^*).
\]

**Solution.** As \(x\to-\infty\), \(y\to0\) and \(s\to0\), so \(V\to V_1-a^2=0\). As \(x\to+\infty\), \(1-s=1/(1+y)\to0\), so \(V\to V_1-b^2=V_1-V_2\). By (d) the square in (b) vanishes at \(x^*\). By (c) \(s\) takes that value nowhere else, so elsewhere the square is positive.

`Tendsto` expresses the limits, and `hc` supplies the continuity of the parabola.

```lean
/-- The Eckart potential tends to `0` at minus infinity and to `V₁ - V₂` at plus infinity;
it takes the value `V₁` at `barrierTop` and is strictly smaller everywhere else. -/
theorem eckart_barrier {V₁ V₂ L : ℝ} (h₁ : 0 < V₁) (h₂ : 0 < V₂) (hL : 0 < L) :
    Tendsto (eckart V₁ V₂ L) atBot (𝓝 0) ∧
    Tendsto (eckart V₁ V₂ L) atTop (𝓝 (V₁ - V₂)) ∧
    eckart V₁ V₂ L (barrierTop V₁ V₂ L) = V₁ ∧
    ∀ x, x ≠ barrierTop V₁ V₂ L → eckart V₁ V₂ L x < V₁ := by
  have hab : 0 < √V₁ + √V₂ := add_pos (Real.sqrt_pos.mpr h₁) (Real.sqrt_pos.mpr h₂)
  have e₁ := Real.sq_sqrt h₁.le
  have e₂ := Real.sq_sqrt h₂.le
  have hc : Continuous fun s : ℝ => V₁ - (√V₁ - (√V₁ + √V₂) * s) ^ 2 := by fun_prop
  have htop : (√V₁ + √V₂) * progress L (barrierTop V₁ V₂ L) = √V₁ := by
    rw [progress_barrierTop h₁ h₂ hL, mul_div_cancel₀ _ hab.ne']
  refine ⟨?_, ?_, ?_, ?_⟩
  · -- reactant side: s → 0
    have hy : Tendsto (fun x : ℝ => Real.exp (x / L)) atBot (𝓝 0) :=
      Real.tendsto_exp_atBot.comp (tendsto_id.atBot_div_const hL)
    have hs : Tendsto (progress L) atBot (𝓝 0) := by
      have h := hy.div (hy.const_add 1) (by norm_num)
      rw [zero_div] at h
      exact h
    have h : Tendsto (fun x => V₁ - (√V₁ - (√V₁ + √V₂) * progress L x) ^ 2) atBot
        (𝓝 (V₁ - (√V₁ - (√V₁ + √V₂) * 0) ^ 2)) := (hc.tendsto 0).comp hs
    have e : V₁ - (√V₁ - (√V₁ + √V₂) * 0) ^ 2 = 0 := by linear_combination -e₁
    rw [e] at h
    exact h.congr fun x => (eckart_eq_sub_sq h₁.le h₂.le L x).symm
  · -- product side: s → 1
    have hy : Tendsto (fun x : ℝ => Real.exp (x / L)) atTop atTop :=
      Real.tendsto_exp_atTop.comp (tendsto_id.atTop_div_const hL)
    have hs : Tendsto (progress L) atTop (𝓝 1) := by
      have h : Tendsto (fun x : ℝ => 1 - (1 + Real.exp (x / L))⁻¹) atTop (𝓝 (1 - 0)) :=
        (tendsto_inv_atTop_zero.comp (tendsto_atTop_add_const_left _ 1 hy)).const_sub 1
      rw [sub_zero] at h
      refine h.congr fun x => ?_
      have h' := one_sub_progress L x
      rw [one_div] at h'
      linarith
    have h : Tendsto (fun x => V₁ - (√V₁ - (√V₁ + √V₂) * progress L x) ^ 2) atTop
        (𝓝 (V₁ - (√V₁ - (√V₁ + √V₂) * 1) ^ 2)) := (hc.tendsto 1).comp hs
    have e : V₁ - (√V₁ - (√V₁ + √V₂) * 1) ^ 2 = V₁ - V₂ := by linear_combination -e₂
    rw [e] at h
    exact h.congr fun x => (eckart_eq_sub_sq h₁.le h₂.le L x).symm
  · rw [eckart_eq_sub_sq h₁.le h₂.le, htop]
    ring
  · -- away from the top the square cannot vanish, since s is injective
    intro x hx
    have hne : √V₁ - (√V₁ + √V₂) * progress L x ≠ 0 := by
      intro h
      apply hx
      apply (progress_strictMono hL).injective
      apply mul_left_cancel₀ hab.ne'
      linarith
    rw [eckart_eq_sub_sq h₁.le h₂.le]
    have := pow_pos (abs_pos.mpr hne) 2
    rw [sq_abs] at this
    linarith
```

## (f) One barrier, no side wells

Show that
\[
x<z\le x^*\Rightarrow V(x)<V(z),\qquad x^*\le x<z\Rightarrow V(x)>V(z).
\]

**Solution.** On the left, \(a-(a+b)s(x)>a-(a+b)s(z)\ge0\). Squaring keeps the order, and subtracting from \(V_1\) reverses it. On the right, use \((a+b)s-a\ge0\) in the same way. `Set.Iic` and `Set.Ici` are the two closed half-lines ending at \(x^*\).

```lean
/-- The Eckart potential rises strictly up to `barrierTop` and falls strictly beyond it. -/
theorem eckart_single_barrier {V₁ V₂ L : ℝ} (h₁ : 0 < V₁) (h₂ : 0 < V₂) (hL : 0 < L) :
    StrictMonoOn (eckart V₁ V₂ L) (Set.Iic (barrierTop V₁ V₂ L)) ∧
    StrictAntiOn (eckart V₁ V₂ L) (Set.Ici (barrierTop V₁ V₂ L)) := by
  have hab : 0 < √V₁ + √V₂ := add_pos (Real.sqrt_pos.mpr h₁) (Real.sqrt_pos.mpr h₂)
  have htop : (√V₁ + √V₂) * progress L (barrierTop V₁ V₂ L) = √V₁ := by
    rw [progress_barrierTop h₁ h₂ hL, mul_div_cancel₀ _ hab.ne']
  have hm := progress_strictMono hL
  constructor
  · intro x _ z hz hxz
    have i₁ := mul_lt_mul_of_pos_left (hm hxz) hab
    have i₂ := mul_le_mul_of_nonneg_left (hm.monotone (Set.mem_Iic.mp hz)) hab.le
    rw [htop] at i₂
    rw [eckart_eq_sub_sq h₁.le h₂.le, eckart_eq_sub_sq h₁.le h₂.le]
    have := pow_lt_pow_left₀ (sub_lt_sub_left i₁ √V₁) (sub_nonneg.mpr i₂) two_ne_zero
    linarith
  · intro x hx z _ hxz
    have i₁ := mul_lt_mul_of_pos_left (hm hxz) hab
    have i₂ := mul_le_mul_of_nonneg_left (hm.monotone (Set.mem_Ici.mp hx)) hab.le
    rw [htop] at i₂
    rw [eckart_eq_sub_sq h₁.le h₂.le, eckart_eq_sub_sq h₁.le h₂.le]
    have := pow_lt_pow_left₀ (sub_lt_sub_right i₁ √V₁) (sub_nonneg.mpr i₂) two_ne_zero
    linarith
```

## (g) Slope of the progress variable

Show that
\[
s'=\frac{s(1-s)}{L}.
\]

**Solution.** With \(y'=y/L\), the quotient rule gives
\[
s'=\frac{y'(1+y)-yy'}{(1+y)^2}=\frac{y}{L(1+y)^2}.
\]
Apply (a). `HasDerivAt` states both differentiability and the derivative's value.

```lean
/-- The progress variable obeys the logistic equation `s' = s (1 - s)/L`. -/
theorem hasDerivAt_progress {L : ℝ} (hL : 0 < L) (x : ℝ) :
    HasDerivAt (progress L) (progress L x * (1 - progress L x) / L) x := by
  have hy : 1 + Real.exp (x / L) ≠ 0 := by positivity
  have hE : HasDerivAt (fun t : ℝ => Real.exp (t / L)) (Real.exp (x / L) * (1 / L)) x :=
    ((hasDerivAt_id' x).div_const L).exp
  refine (hE.fun_div (hE.const_add 1) hy).congr_deriv ?_
  rw [one_sub_progress]
  unfold progress
  field_simp
  ring
```

## (h) Slope of the potential

Show that
\[
V'=2(a+b)\bigl(a-(a+b)s\bigr)\frac{s(1-s)}{L}.
\]

**Solution.** Put \(g=a-(a+b)s\). Then \(V'=-2gg'\) with \(g'=-(a+b)s'\); insert (g).

```lean
/-- The slope of the Eckart potential, written in the progress variable. -/
theorem hasDerivAt_eckart {V₁ V₂ L : ℝ} (h₁ : 0 ≤ V₁) (h₂ : 0 ≤ V₂) (hL : 0 < L) (x : ℝ) :
    HasDerivAt (eckart V₁ V₂ L) (2 * (√V₁ + √V₂) * (√V₁ - (√V₁ + √V₂) * progress L x)
      * (progress L x * (1 - progress L x) / L)) x := by
  have hf : eckart V₁ V₂ L = fun t => V₁ - (√V₁ - (√V₁ + √V₂) * progress L t) ^ 2 :=
    funext (eckart_eq_sub_sq h₁ h₂ L)
  rw [hf]
  have hg := ((hasDerivAt_progress hL x).const_mul (√V₁ + √V₂)).const_sub √V₁
  refine ((hg.fun_pow 2).const_sub V₁).congr_deriv ?_
  norm_num
  ring
```

## (i) Curvature at the top

Show that
\[
V''(x^*)=-\frac{2V_1V_2}{L^2(a+b)^2}.
\]

**Solution.** From (h), \(V'=2(a+b)gs'\). At \(x^*\), \(g=0\), so only the derivative of \(g\) contributes:
\[
V''(x^*)=-2(a+b)^2s'(x^*)^2,\qquad s'(x^*)=\frac{ab}{L(a+b)^2}.
\]
In the code, `z` is \(g=0\) and `w` is \(1-s=b/(a+b)\).

In a one-dimensional tunnelling correction with given \(V_1\), \(V_2\) and effective mass \(m\), the condition \(V''(x^*)=-m\omega^2\) fixes \(L\), where \(\omega\) is the magnitude of the imaginary angular frequency at the barrier top. The transmission probability itself is not treated here.

```lean
/-- The second derivative of the Eckart potential at `barrierTop` is
`-2 V₁ V₂ / (L² (√V₁ + √V₂)²)`. -/
theorem eckart_curvature {V₁ V₂ L : ℝ} (h₁ : 0 < V₁) (h₂ : 0 < V₂) (hL : 0 < L) :
    HasDerivAt (deriv (eckart V₁ V₂ L))
      (-(2 * (V₁ * V₂)) / (L ^ 2 * (√V₁ + √V₂) ^ 2)) (barrierTop V₁ V₂ L) := by
  have hab : 0 < √V₁ + √V₂ := add_pos (Real.sqrt_pos.mpr h₁) (Real.sqrt_pos.mpr h₂)
  have hV : V₁ * V₂ = √V₁ ^ 2 * √V₂ ^ 2 := by rw [Real.sq_sqrt h₁.le, Real.sq_sqrt h₂.le]
  rw [funext fun x => (hasDerivAt_eckart h₁.le h₂.le hL x).deriv]
  have hs := hasDerivAt_progress hL (barrierTop V₁ V₂ L)
  have hg := ((hs.const_mul (√V₁ + √V₂)).const_sub √V₁).const_mul (2 * (√V₁ + √V₂))
  have hq := (hs.fun_mul (hs.const_sub 1)).div_const L
  refine (hg.fun_mul hq).congr_deriv ?_
  -- at the top the linear factor vanishes, so only its derivative contributes
  have z : √V₁ - (√V₁ + √V₂) * (√V₁ / (√V₁ + √V₂)) = 0 := by
    rw [mul_div_cancel₀ _ hab.ne', sub_self]
  have w : 1 - √V₁ / (√V₁ + √V₂) = √V₂ / (√V₁ + √V₂) := by
    rw [eq_div_iff hab.ne', sub_mul, div_mul_cancel₀ _ hab.ne']
    ring

  rw [progress_barrierTop h₁ h₂ hL, z, w, hV]
  simp only [mul_zero, zero_mul, add_zero]
  field_simp

end

end EckartBarrier
```

```lean
#print axioms EckartBarrier.eckart_barrier
#print axioms EckartBarrier.eckart_single_barrier
#print axioms EckartBarrier.hasDerivAt_eckart
#print axioms EckartBarrier.eckart_curvature
```

```
'EckartBarrier.eckart_barrier' depends on axioms: [propext, Classical.choice, Quot.sound]
'EckartBarrier.eckart_single_barrier' depends on axioms: [propext, Classical.choice, Quot.sound]
'EckartBarrier.hasDerivAt_eckart' depends on axioms: [propext, Classical.choice, Quot.sound]
'EckartBarrier.eckart_curvature' depends on axioms: [propext, Classical.choice, Quot.sound]
```

## A barrier with V₁ = 4, V₂ = 1, L = 1

Here \(a=2\), \(b=1\), \(A=3\), \(B=9\) and \(x^*=\ln2\). At the top \(y=2\), so \(V=3\cdot\tfrac23+9\cdot\tfrac29=4\). At \(x=0\), \(V=\tfrac32+\tfrac94=3.75\), which is lower. The product level is \(3\), and the curvature at the top is \(-\tfrac89\).
